# One rank-$r$ factor gives exchange of rank $r^2$ on occupied–virtual pairs

The rank of a four-index interaction depends on how its indices are grouped into rows and columns. Here a row is an occupied–virtual pair $ia$ and a column is a pair $jb$, the grouping in which the random-phase approximation (RPA) is written. The interaction comes from a single real matrix $B$, with occupied orbitals $i,j$ as rows and virtual orbitals $a,b$ as columns:

$$J_{ia,jb}=B_{ia}B_{jb},\qquad X_{ia,jb}=B_{ib}B_{ja}.$$

In density-fitting language, with auxiliary functions orthonormal in the Coulomb metric, $B$ is the slice of the three-index integrals that belongs to one auxiliary function. The direct interaction $J$ and its exchange counterpart $X$ contain the same products, with the virtual orbitals swapped. Let $r$ be the rank of $B$. If $B\neq 0$, then $J$ has rank 1, while $X$ has rank $r^2$. A factorization of $X$ between the pairs $ia$ and $jb$ therefore needs at least $r^2$ terms, where $J$ needs one.

## Counting the channels of exchange

Choose a basis of the column space of $B$ and make its $r$ vectors the columns of a matrix $C$. Expanding the columns of $B$ in this basis gives $B=CR$, where $R$ has $r$ rows. The columns of $C$ are independent, so some $L$ satisfies $LC=1$. Since $B$ has rank $r$, so does $R$, and some $S$ satisfies $RS=1$.

Insert the factorization into exchange, with $x,y$ running over the $r$ channels:

$$X_{ia,jb}=\sum_{xy}C_{ix}R_{xb}\,C_{jy}R_{ya}
=\sum_{xy}P_{ia,xy}\,Q_{xy,jb},$$

$$P_{ia,xy}=C_{ix}R_{ya},\qquad Q_{xy,jb}=R_{xb}C_{jy}.$$

The inner index $xy$ takes $r^2$ values, so $\operatorname{rank}X\le r^2$.

For the opposite bound, define $G_{xy,ia}=L_{xi}S_{ay}$ and $H_{jb,xy}=S_{bx}L_{yj}$. Then

$$(GP)_{xy,x'y'}=\sum_i L_{xi}C_{ix'}\sum_a R_{y'a}S_{ay}=\delta_{xx'}\delta_{yy'},$$

$$(QH)_{xy,x'y'}=\sum_b R_{xb}S_{bx'}\sum_j L_{y'j}C_{jy}=\delta_{xx'}\delta_{yy'}.$$

Hence $GXH=(GP)(QH)$ is the identity of size $r^2$. Multiplication cannot raise the rank, so $\operatorname{rank}X\ge r^2$.

The direct interaction is the outer product of the vector with entries $B_{ia}$ with itself, so its rank is at most 1. A nonzero $B_{ia}$ gives the nonzero diagonal entry $J_{ia,ia}=B_{ia}^2$, which excludes rank 0.

The $2\times2$ identity matrix shows the difference: $X_{ia,jb}=\delta_{ib}\delta_{ja}$ is a permutation matrix of rank 4, while $J$ has rank 1.

Three consequences follow.

- If $X=UV$ with $n$ inner indices, then $r^2=\operatorname{rank}X\le n$.
- For any real $c$, write $X=cJ-(cJ-X)$. Since rank is subadditive, $r^2\le 1+\operatorname{rank}(cJ-X)$.
- If $X=J$, then $r^2\le1$, so $r\le1$. Conversely, if $r\le1$, then $B_{ia}=u_iw_a$ for some vectors $u$ and $w$, and both interactions equal $u_iu_jw_aw_b$.

## Direct and exchange interactions on the pair index

In Lean 4 with Mathlib:

```lean
import Mathlib

open Matrix
open scoped Kronecker

namespace ExchangeRank

variable {o v : Type*} [Fintype o] [Fintype v]
```

The types `o` and `v` label the occupied and virtual orbitals. They are arbitrary finite sets, and their product `o × v` is the set of pairs.

```lean
/-- The direct interaction `J_(ia,jb) = B_ia B_jb` on occupied-virtual pairs. -/
def direct (B : Matrix o v ℝ) : Matrix (o × v) (o × v) ℝ :=
  Matrix.of fun p q => B p.1 p.2 * B q.1 q.2
```

With `p` standing for $ia$ and `q` for $jb$, this is $J$.

```lean
/-- The exchange interaction `X_(ia,jb) = B_ib B_ja`, obtained from the direct one by
swapping the two virtual orbitals. -/
def exchange (B : Matrix o v ℝ) : Matrix (o × v) (o × v) ℝ :=
  Matrix.of fun p q => B p.1 q.2 * B q.1 p.2
```

Only the second components have changed places. The entries of `B` are arbitrary real numbers: neither definition derives them from orbitals or from a Coulomb operator. A full density-fitted interaction sums such terms over many auxiliary functions, and the theorems below concern one term at a time.

## Factoring through exactly $r$ channels

```lean
/-- A real matrix of rank `r` factors through `r` channels, `B = C R`, where `C` has a
left inverse and `R` has a right inverse. -/
theorem rank_factorization {m n : Type*} [Fintype m] [Fintype n] (B : Matrix m n ℝ) :
    ∃ (C : Matrix m (Fin B.rank) ℝ) (R : Matrix (Fin B.rank) n ℝ)
      (L : Matrix (Fin B.rank) m ℝ) (S : Matrix n (Fin B.rank) ℝ),
      B = C * R ∧ L * C = 1 ∧ R * S = 1 := by
  classical
  let f := Matrix.toLin' B
  have hr : Module.finrank ℝ (LinearMap.range f)
      = Module.finrank ℝ (Fin B.rank → ℝ) := by
    rw [Module.finrank_fin_fun]
    rfl
  -- coordinates on the range of `B`
  let e := LinearEquiv.ofFinrankEq _ _ hr
  let c := (LinearMap.range f).subtype ∘ₗ e.symm.toLinearMap
  let d := e.toLinearMap ∘ₗ f.rangeRestrict
  have hcd : c ∘ₗ d = f := LinearMap.ext fun x => by simp [c, d]
  obtain ⟨l, hl⟩ := c.exists_leftInverse_of_injective
    (LinearMap.ker_eq_bot.mpr (Subtype.val_injective.comp e.symm.injective))
  obtain ⟨s, hs⟩ := d.exists_rightInverse_of_surjective
    (LinearMap.range_eq_top.mpr (e.surjective.comp f.surjective_rangeRestrict))
  refine ⟨LinearMap.toMatrix' c, LinearMap.toMatrix' d, LinearMap.toMatrix' l,
    LinearMap.toMatrix' s, ?_, ?_, ?_⟩
  · rw [← LinearMap.toMatrix'_comp, hcd]
    exact (LinearMap.toMatrix'_toLin' B).symm
  · rw [← LinearMap.toMatrix'_comp, hl, LinearMap.toMatrix'_id]
  · rw [← LinearMap.toMatrix'_comp, hs, LinearMap.toMatrix'_id]
```

The type `Fin B.rank` indexes the channels. The proof treats `B` as a linear map `f` and uses `e` to put coordinates on its range. The map `d` sends a vector to the coordinates of its image, and `c` turns coordinates back into a vector, so `c ∘ₗ d = f`. Injectivity of `c` supplies the left inverse, and surjectivity of `d` the right inverse. Translating the four maps into matrices gives $C$, $R$, $L$ and $S$.

## Compressing exchange to an identity matrix

```lean
/-- The exchange interaction built from a matrix of rank `r` has rank `r²`. -/
theorem rank_exchange (B : Matrix o v ℝ) : (exchange B).rank = B.rank ^ 2 := by
  classical
  obtain ⟨C, R, L, S, hB, hL, hS⟩ := rank_factorization B
  let P := C ⊗ₖ Rᵀ
  let Q := (R ⊗ₖ Cᵀ).submatrix id (Equiv.prodComm o v)
  let G := L ⊗ₖ Sᵀ
  let H := (S ⊗ₖ Lᵀ).submatrix (Equiv.prodComm o v) id
  -- exchange is `B ⊗ Bᵀ` with swapped column pair, hence factors through `r²` channels
  have hX : exchange B = P * Q := by
    have h1 : exchange B = (B ⊗ₖ Bᵀ).submatrix id (Equiv.prodComm o v) := by
      ext p q
      rfl
    have h2 : B ⊗ₖ Bᵀ = (C ⊗ₖ Rᵀ) * (R ⊗ₖ Cᵀ) := by
      rw [← Matrix.mul_kronecker_mul, ← Matrix.transpose_mul, ← hB]
    rw [h1, h2]
    rfl
  have hGP : G * P = 1 := by
    change (L ⊗ₖ Sᵀ) * (C ⊗ₖ Rᵀ) = 1
    rw [← Matrix.mul_kronecker_mul, ← Matrix.transpose_mul, hL, hS,
      Matrix.transpose_one, Matrix.one_kronecker_one]
  have hQH : Q * H = 1 := by
    change (R ⊗ₖ Cᵀ).submatrix id (Equiv.prodComm o v)
      * (S ⊗ₖ Lᵀ).submatrix (Equiv.prodComm o v) id = 1
    rw [Matrix.submatrix_mul_equiv, ← Matrix.mul_kronecker_mul, ← Matrix.transpose_mul,
      hL, hS, Matrix.transpose_one, Matrix.one_kronecker_one, Matrix.submatrix_id_id]
  -- the one-sided inverses compress exchange to the identity on these channels
  have hone : G * exchange B * H = 1 := by
    rw [hX, ← Matrix.mul_assoc, hGP, Matrix.one_mul, hQH]
  have hcard : Fintype.card (Fin B.rank × Fin B.rank) = B.rank ^ 2 := by
    simp [sq]
  apply le_antisymm
  · rw [← hcard, hX]
    exact (Matrix.rank_mul_le_left P Q).trans (Matrix.rank_le_card_width P)
  · rw [← hcard, ← Matrix.rank_one (R := ℝ) (n := Fin B.rank × Fin B.rank), ← hone]
    exact (Matrix.rank_mul_le_left _ _).trans (Matrix.rank_mul_le_right _ _)
```

The statement needs no assumption on `B`; for $B=0$ both sides are zero. The matrices `P`, `Q`, `G` and `H` are those of the derivation, written as Kronecker products. `hX` is the factorization $X=PQ$, `hGP` and `hQH` are the two delta-function calculations, and `hone` combines them. The last two bullets give the upper and lower bounds.

The device that replaces the index sums is Mathlib's `Matrix.mul_kronecker_mul`, the mixed-product rule

$$(AB)\otimes(A'B')=(A\otimes A')(B\otimes B'),$$

stated here for arbitrary matrices of compatible sizes. Read from right to left, it turns $(L\otimes S^{\mathsf T})(C\otimes R^{\mathsf T})$ into $(LC)\otimes(S^{\mathsf T}R^{\mathsf T})$, and both factors are identities. The exchange swap appears as `submatrix` with `Equiv.prodComm o v`, which reads a column $jb$ as $bj$. In $QH$ the same swap acts on the columns of one factor and the rows of the other, so `Matrix.submatrix_mul_equiv` removes it before the mixed-product rule is applied.

## The direct interaction keeps rank one

```lean
/-- The direct interaction built from a nonzero matrix has rank one. -/
theorem rank_direct (B : Matrix o v ℝ) (hB : B ≠ 0) : (direct B).rank = 1 := by
  have hle : (direct B).rank ≤ 1 :=
    Matrix.rank_vecMulVec_le (fun p : o × v => B p.1 p.2) (fun p : o × v => B p.1 p.2)
  have hne : (direct B).rank ≠ 0 := by
    intro h0
    apply hB
    obtain ⟨C, R, _, _, hJ, _, _⟩ := rank_factorization (direct B)
    have : IsEmpty (Fin (direct B).rank) := by
      rw [h0]
      infer_instance
    ext i a
    -- a factorization through no channel makes the diagonal entry `B_ia²` vanish
    have h : direct B (i, a) (i, a) = 0 := by
      have h' := congrFun (congrFun hJ (i, a)) (i, a)
      rw [Matrix.mul_apply, Finset.univ_eq_empty, Finset.sum_empty] at h'
      exact h'
    exact mul_self_eq_zero.mp h
  omega
```

The bound `hle` is the outer-product argument. For `hne`, suppose the rank were zero. The rank factorization of `direct B` would then run over an empty set of channels, every entry would be an empty sum, and $B_{ia}^2=0$ would hold for every pair. That contradicts `hB`.

```lean
/-- For a nonzero matrix `B` of rank `r`, the direct interaction has rank one while its exchange
counterpart has rank `r²`. -/
theorem cost_of_exchange (B : Matrix o v ℝ) (hB : B ≠ 0) :
    (direct B).rank = 1 ∧ (exchange B).rank = B.rank ^ 2 :=
  ⟨rank_direct B hB, rank_exchange B⟩
```

The two ranks are now side by side. The hypothesis `hB` is equivalent to $r\ge1$ and serves only the direct half: at $B=0$ the direct interaction vanishes and has rank zero.

## Auxiliary functions and mixed kernels

```lean
/-- Every factorization of the exchange interaction over an auxiliary index set needs
at least `r²` auxiliary functions, where `r` is the rank of `B`. -/
theorem auxiliary_size {κ : Type*} [Fintype κ] (B : Matrix o v ℝ)
    (U : Matrix (o × v) κ ℝ) (V : Matrix κ (o × v) ℝ) (h : exchange B = U * V) :
    B.rank ^ 2 ≤ Fintype.card κ := by
  rw [← rank_exchange, h]
  exact (Matrix.rank_mul_le_left U V).trans (Matrix.rank_le_card_width U)
```

The set `κ` labels the auxiliary functions of a proposed factorization. `U` and `V` may be unrelated, so the bound also holds for factorizations that are not symmetric.

```lean
/-- Adding any real multiple `c` of the direct interaction lowers the rank of exchange by
at most one: `c J - X` has rank at least `r² - 1`, where `r` is the rank of `B`. -/
theorem rank_mixed_kernel (B : Matrix o v ℝ) (c : ℝ) :
    B.rank ^ 2 ≤ (c • direct B - exchange B).rank + 1 := by
  classical
  let K := c • direct B - exchange B
  let D := Matrix.vecMulVec (fun p : o × v => c * B p.1 p.2) (fun p : o × v => B p.1 p.2)
  let N := K * (-1 : Matrix (o × v) (o × v) ℝ)
  have hX : exchange B = N + D := by
    ext p q
    simp only [N, K, D, direct, exchange, mul_neg, mul_one, Matrix.add_apply,
      Matrix.neg_apply, Matrix.sub_apply, Matrix.smul_apply, Matrix.of_apply,
      Matrix.vecMulVec_apply, smul_eq_mul]
    ring
  -- the rank of a sum is at most the sum of the ranks
  have hsup : LinearMap.range (N + D).mulVecLin
      ≤ LinearMap.range N.mulVecLin ⊔ LinearMap.range D.mulVecLin := by
    rintro _ ⟨x, rfl⟩
    rw [Matrix.mulVecLin_add]
    exact Submodule.add_mem_sup ⟨x, rfl⟩ ⟨x, rfl⟩
  have hadd : (N + D).rank ≤ N.rank + D.rank :=
    (Submodule.finrank_mono hsup).trans
      (Submodule.finrank_add_le_finrank_add_finrank _ _)
  have hN : N.rank ≤ K.rank := Matrix.rank_mul_le_left _ _
  have hD : D.rank ≤ 1 := Matrix.rank_vecMulVec_le _ _
  have hXr : (exchange B).rank = (N + D).rank := congrArg Matrix.rank hX
  rw [← rank_exchange, hXr]
  change (N + D).rank ≤ K.rank + 1
  omega
```

The inequality is written with `+ 1` on the right to avoid subtraction of natural numbers. It includes the antisymmetrized combination $J-X$ at $c=1$ and the spin-adapted combination $2J-X$ at $c=2$. In the proof, `K` is $cJ-X$, `N` is its negative and `D` is $cJ$, so `hX` says $X=N+D$. The steps `hsup` and `hadd` establish subadditivity: the range of a sum lies in the sum of the ranges.

```lean
/-- Exchange coincides with the direct interaction exactly when `B` has rank at most
one. -/
theorem exchange_eq_direct_iff (B : Matrix o v ℝ) :
    exchange B = direct B ↔ B.rank ≤ 1 := by
  constructor
  · intro h
    have hle : (direct B).rank ≤ 1 :=
      Matrix.rank_vecMulVec_le (fun p : o × v => B p.1 p.2) (fun p : o × v => B p.1 p.2)
    rw [← h, rank_exchange] at hle
    nlinarith
  · intro h
    obtain ⟨C, R, _, _, hB, _, _⟩ := rank_factorization B
    have : Subsingleton (Fin B.rank) := Fin.subsingleton_iff_le_one.mpr h
    -- with at most one channel, `B` is a product of an occupied and a virtual factor
    have hprod : ∀ i a, B i a = (∑ x, C i x) * ∑ y, R y a := by
      intro i a
      have h' := congrFun (congrFun hB i) a
      rw [Matrix.mul_apply] at h'
      rw [h', Finset.sum_mul]
      refine Finset.sum_congr rfl fun x _ => ?_
      rw [Fintype.sum_subsingleton (fun y => R y a) x]
    ext p q
    change B p.1 q.2 * B q.1 p.2 = B p.1 p.2 * B q.1 q.2
    rw [hprod p.1 q.2, hprod q.1 p.2, hprod p.1 p.2, hprod q.1 q.2]
    ring

end ExchangeRank
```

In the forward direction, equality transfers the rank bound of $J$ to $X$, and `nlinarith` deduces $r\le1$ from $r^2\le1$. In the other direction there is at most one channel, so `hprod` writes every entry of `B` as an occupied factor times a virtual factor. After that substitution the two interactions agree by commutativity.

```lean
#print axioms ExchangeRank.rank_exchange
#print axioms ExchangeRank.cost_of_exchange
#print axioms ExchangeRank.rank_mixed_kernel
#print axioms ExchangeRank.exchange_eq_direct_iff
```

```
'ExchangeRank.rank_exchange' depends on axioms: [propext, Classical.choice, Quot.sound]
'ExchangeRank.cost_of_exchange' depends on axioms: [propext, Classical.choice, Quot.sound]
'ExchangeRank.rank_mixed_kernel' depends on axioms: [propext, Classical.choice, Quot.sound]
'ExchangeRank.exchange_eq_direct_iff' depends on axioms: [propext, Classical.choice, Quot.sound]
```

## Where the pair index disappears in an RPA calculation

With a non-interacting reference response, the direct-RPA correlation energy can be written as an integral over imaginary frequency whose integrand contains $\ln\det(1+FJ)$. Here $F$ is diagonal in the pair index, with positive entries $F_{ia}$ built from the frequency and the orbital-energy differences. For the single-function $J$, this determinant over all pairs reduces to a $1\times1$ determinant:

$$\det(1+FJ)=1+\sum_{ia}F_{ia}B_{ia}^2.$$

With $M$ auxiliary functions, the same step leaves an $M\times M$ determinant. If $X$ replaces $J$ in the one-function model, the factorization $X=PQ$ gives $\det(1+FX)=\det(1+QFP)$, whose right-hand matrix has size $r^2$. This compares the sizes of determinants and is not a formula for an RPA energy with exchange: $X$ can have negative eigenvalues, and full exchange also contains the integrals $(ij|ab)$, which are not built from the occupied–virtual matrix $B$.

Rank is not the same as operation count. Applying $X$ to a pair vector $z$, arranged as an occupied-by-virtual matrix, gives $Bz^{\mathsf T}B$, which needs two ordinary matrix products and no stored $X$.
